# A uniform four-site chain never transfers an excitation perfectly from end to end, but comes arbitrarily close

Number the sites 0, 1, 2, 3, as Lean does, and set ħ and the nearest-neighbour coupling to 1. The Hamiltonian H is `chain`, whose on-site energies are zero. Its entries are real and symmetric but have complex type, so that the matrix exponential

U(t) = exp(−itH)

can be formed directly. This is `propagator t`, for real t. The transfer amplitude from the first site to the last is U(t)₃₀, written `propagator t 3 0`, and `‖·‖` is its modulus.

```lean
import Mathlib

open Matrix Filter Topology
open scoped Real

namespace UniformChainTransfer

noncomputable section
```

The golden ratio φ = (1 + √5)/2 sets the energies.

```lean
/-- The golden ratio. -/
def golden : ℝ := (1 + √5) / 2

local notation "φ" => golden

/-- The Hamiltonian of the uniform four-site chain: nearest neighbours are coupled with
strength one. -/
def chain : Matrix (Fin 4) (Fin 4) ℂ :=
  !![0, 1, 0, 0; 1, 0, 1, 0; 0, 1, 0, 1; 0, 0, 1, 0]

/-- The time-evolution operator `exp(-itH)` of the chain. -/
def propagator (t : ℝ) : Matrix (Fin 4) (Fin 4) ℂ :=
  NormedSpace.exp ((-(t : ℂ) * Complex.I) • chain)
```

The columns of the matrix V, called `modes`, are the standing waves. They are unnormalised: each has squared norm 2 + 2φ², so the normalised end-site weights are 1/(2 + 2φ²) for the outer two energies and φ²/(2 + 2φ²) for the inner two.

```lean
/-- The matrix whose columns are the unnormalised standing waves of the chain. -/
def modes : Matrix (Fin 4) (Fin 4) ℂ :=
  !![1, (φ : ℂ), (φ : ℂ), 1; (φ : ℂ), 1, -1, -(φ : ℂ);
     (φ : ℂ), -1, -1, (φ : ℂ); 1, -(φ : ℂ), (φ : ℂ), -1]
```

The energies E₀, …, E₃ are φ, φ − 1, −(φ − 1), −φ.

```lean
/-- The energies of the four standing waves. -/
def energies : Fin 4 → ℝ := ![φ, φ - 1, -(φ - 1), -φ]
```

The model describes one excitation on four sites, without noise, disorder or external control. Within it, the result says that uniform couplings cannot give quantum state transfer with unit probability, though they can approach it.

## (a) The quadratic equation of φ

Show that φ² = φ + 1.

Squaring gives

φ² = (1 + 2√5 + 5)/4 = (3 + √5)/2 = φ + 1.

Lean needs only √5² = 5, multiplied by 1/4.

```lean
/-- The golden ratio satisfies `φ² = φ + 1`. -/
theorem golden_sq : φ ^ 2 = φ + 1 := by
  have h5 : √5 ^ 2 = (5 : ℝ) := Real.sq_sqrt (by norm_num)
  unfold golden
  linear_combination h5 / 4
```

## (b) Irrationality of φ²

Show that φ² is irrational.

By (a), √5 = 2φ² − 3. If φ² were a rational q, then √5 would be the rational 2q − 3, which is impossible because 5 is prime. The proof hands Lean exactly this number.

```lean
/-- The squared golden ratio is irrational. -/
theorem golden_sq_irrational : Irrational (φ ^ 2) := by
  have h5 : Irrational (√5) := by
    have h := Nat.Prime.irrational_sqrt (show Nat.Prime 5 by norm_num)
    exact_mod_cast h
  rintro ⟨q, hq⟩
  apply h5
  refine ⟨2 * q - 3, ?_⟩
  push_cast
  rw [hq, golden_sq]
  unfold golden
  ring
```

## (c) Orthogonality of the standing waves

Show that V² = (2 + 2φ²)·1.

V is symmetric, so the entries of V² are scalar products of its rows. A row with itself gives 1 + φ² + φ² + 1. Different rows cancel; for instance, rows 0 and 3 give 1 − φ² + φ² − 1 = 0. Lean checks all sixteen entries by `fin_cases`.

```lean
/-- The square of the matrix of standing waves is `2 + 2φ²` times the identity. -/
theorem modes_mul_modes : modes * modes = (2 + 2 * (φ : ℂ) ^ 2) • 1 := by
  ext i j
  rw [Matrix.mul_apply, Fin.sum_univ_four]
  fin_cases i <;> fin_cases j <;> simp [modes] <;> ring
```

## (d) The eigenvalue equations

Show that HV = VE, with E the diagonal matrix of energies.

Apply H to each column and use φ² = φ + 1, which also gives φ(φ − 1) = 1:

H(1, φ, φ, 1) = (φ, 1 + φ, 1 + φ, φ) = φ(1, φ, φ, 1)

H(φ, 1, −1, −φ) = (1, φ − 1, 1 − φ, −1) = (φ − 1)(φ, 1, −1, −φ)

H(φ, −1, −1, φ) = (−1, φ − 1, φ − 1, −1) = −(φ − 1)(φ, −1, −1, φ)

H(1, −φ, φ, −1) = (−φ, 1 + φ, −1 − φ, φ) = −φ(1, −φ, φ, −1)

In Lean, `linear_combination` supplies the quadratic equation wherever an entry needs it.

```lean
/-- Each standing wave is an eigenvector of the chain Hamiltonian with its listed energy. -/
theorem chain_mul_modes :
    chain * modes = modes * diagonal (fun k => (energies k : ℂ)) := by
  have h : (φ : ℂ) ^ 2 = φ + 1 := by exact_mod_cast golden_sq
  ext i j
  rw [Matrix.mul_diagonal, Matrix.mul_apply, Fin.sum_univ_four]
  fin_cases i <;> fin_cases j <;> simp [chain, modes, energies] <;>
    first | ring1 | linear_combination h | linear_combination -h
```

## (e) The propagator as a sum of phases

Show that U(t) = V exp(−itE) V/(2 + 2φ²).

By (c), V⁻¹ = V/(2 + 2φ²), and by (d), −itH = V(−itE)V⁻¹. In each power of the right-hand side the inner factors V⁻¹V cancel, so the exponential series gives

exp(−itH) = V exp(−itE) V⁻¹.

The Lean proof turns on `Matrix.exp_conj`, which performs this cancellation for the whole series once `hU` has shown that V is invertible. `Matrix.exp_diagonal` then moves the exponential onto the diagonal, but as the exponential of a function on `Fin 4`, not yet as four complex numbers. Evaluation at an index k is a continuous ring homomorphism, so `NormedSpace.map_exp` lets it pass through the exponential. The step `hexp` thereby yields the ordinary phases `Complex.exp`.

```lean
/-- Spectral form of the propagator: every standing wave acquires the phase of its energy. -/
theorem propagator_spectral (t : ℝ) :
    propagator t = (2 + 2 * (φ : ℂ) ^ 2)⁻¹ • (modes *
      diagonal (fun k => Complex.exp (-(t : ℂ) * Complex.I * (energies k : ℂ))) * modes) := by
  have hN : (2 + 2 * (φ : ℂ) ^ 2) ≠ 0 := by
    have h : (2 + 2 * φ ^ 2 : ℝ) ≠ 0 := by positivity
    exact_mod_cast h
  have hVW : modes * ((2 + 2 * (φ : ℂ) ^ 2)⁻¹ • modes) = 1 := by
    rw [Matrix.mul_smul, modes_mul_modes, smul_smul, inv_mul_cancel₀ hN, one_smul]
  have hinv := Matrix.inv_eq_right_inv hVW
  have hU : IsUnit modes := ⟨⟨modes, _, hVW, mul_eq_one_comm.1 hVW⟩, rfl⟩
  unfold propagator
  generalize -(t : ℂ) * Complex.I = z
  have hd : diagonal (fun k => z * (energies k : ℂ))
      = z • diagonal (fun k => (energies k : ℂ)) := by
    ext i j
    by_cases h : i = j <;> simp [h]
  -- diagonalise the exponent, then exponentiate the energies
  have hA : z • chain = modes * diagonal (fun k => z * (energies k : ℂ)) * modes⁻¹ := by
    rw [hd, Matrix.mul_smul, ← chain_mul_modes, Matrix.smul_mul, hinv, Matrix.mul_assoc,
      hVW, Matrix.mul_one]
  have hexp : NormedSpace.exp (fun k => z * (energies k : ℂ))
      = fun k => Complex.exp (z * (energies k : ℂ)) := by
    funext k
    rw [Complex.exp_eq_exp_ℂ]
    exact NormedSpace.map_exp (Pi.evalRingHom (fun _ : Fin 4 => ℂ) k)
      (continuous_apply k) _
  rw [hA, Matrix.exp_conj _ _ hU, Matrix.exp_diagonal, hexp, hinv, Matrix.mul_smul]
```

## (f) The end-to-end amplitude

Show that

U(t)₃₀ = i[φ² sin((φ − 1)t) − sin(φt)]/(1 + φ²).

Write eₖ = exp(−iEₖt). Row 3 and column 0 of V give

(2 + 2φ²) U(t)₃₀ = e₀ − φ²e₁ + φ²e₂ − e₃.

The energies come in opposite pairs, so e₀ − e₃ = −2i sin(φt) and e₂ − e₁ = 2i sin((φ − 1)t). Dividing by 2 + 2φ² gives the formula. In the proof, `hentry` is the four-term sum and `he` is Euler's formula.

```lean
/-- Closed form of the transfer amplitude from the first to the last site. -/
theorem transfer_amplitude (t : ℝ) :
    propagator t 3 0 = (((φ ^ 2 * Real.sin ((φ - 1) * t) - Real.sin (φ * t))
      / (1 + φ ^ 2) : ℝ) : ℂ) * Complex.I := by
  have hN : (1 + (φ : ℂ) ^ 2) ≠ 0 := by
    have h : (1 + φ ^ 2 : ℝ) ≠ 0 := by positivity
    exact_mod_cast h
  have hentry (d : Fin 4 → ℂ) : (modes * diagonal d * modes) 3 0
      = d 0 - (φ : ℂ) ^ 2 * d 1 + (φ : ℂ) ^ 2 * d 2 - d 3 := by
    rw [Matrix.mul_apply, Fin.sum_univ_four]
    simp only [Matrix.mul_diagonal]
    simp [modes]
    ring
  have he (x : ℝ) : Complex.exp (-(t : ℂ) * Complex.I * (x : ℂ))
      = (Real.cos (x * t) : ℂ) - (Real.sin (x * t) : ℂ) * Complex.I := by
    rw [show -(t : ℂ) * Complex.I * (x : ℂ) = ((-(x * t) : ℝ) : ℂ) * Complex.I by
      push_cast; ring, Complex.exp_mul_I, ← Complex.ofReal_cos, ← Complex.ofReal_sin,
      Real.cos_neg, Real.sin_neg]
    push_cast
    ring
  rw [propagator_spectral, Matrix.smul_apply, hentry, smul_eq_mul]
  simp only [he]
  simp only [show energies 0 = φ from rfl, show energies 1 = φ - 1 from rfl,
    show energies 2 = -(φ - 1) from rfl, show energies 3 = -φ from rfl,
    neg_mul, Real.cos_neg, Real.sin_neg]
  generalize Real.sin ((φ - 1) * t) = s
  generalize Real.sin (φ * t) = r
  generalize Real.cos ((φ - 1) * t) = c
  generalize Real.cos (φ * t) = d
  rw [show 2 + 2 * (φ : ℂ) ^ 2 = 2 * (1 + (φ : ℂ) ^ 2) by ring]
  push_cast
  field_simp
  ring
```

## (g) No perfect transfer at any real time

Show that |U(t)₃₀| < 1 for every real t.

By (f),

|U(t)₃₀| ≤ [φ²|sin((φ − 1)t)| + |sin(φt)|]/(1 + φ²) ≤ 1.

Modulus 1 would force both sines to be ±1, hence both cosines to vanish. There would be integers k and m with

(φ − 1)t = (2k + 1)π/2 and φt = (2m + 1)π/2.

Since φ²(φ − 1) = φ, multiplying the first equation by φ² gives

φ²(2k + 1) = 2m + 1.

Then φ² would be a ratio of odd integers, against (b).

In Lean, `hne` is this contradiction and `key` is the strict inequality for the weighted sum. It is used twice, once for each sign of the real factor multiplying i.

```lean
/-- No perfect transfer: at every real time the amplitude for passing from the first to the
last site of the uniform four-site chain has modulus strictly less than one. -/
theorem no_perfect_transfer (t : ℝ) : ‖propagator t 3 0‖ < 1 := by
  have hg : 0 < φ ^ 2 := by
    have h : 0 < φ := by unfold golden; positivity
    positivity
  -- both sines extremal would make `φ²` a ratio of odd integers
  have hne : Real.sin ((φ - 1) * t) ^ 2 = 1 → Real.sin (φ * t) ^ 2 = 1 → False := by
    intro h1 h2
    have c1 : Real.cos ((φ - 1) * t) = 0 := (pow_eq_zero_iff two_ne_zero).1
      (by linarith [Real.sin_sq_add_cos_sq ((φ - 1) * t)])
    have c2 : Real.cos (φ * t) = 0 := (pow_eq_zero_iff two_ne_zero).1
      (by linarith [Real.sin_sq_add_cos_sq (φ * t)])
    obtain ⟨k, hk⟩ := Real.cos_eq_zero_iff.1 c1
    obtain ⟨m, hm⟩ := Real.cos_eq_zero_iff.1 c2
    have hk0 : (2 * (k : ℝ) + 1) ≠ 0 := by
      exact_mod_cast (by omega : 2 * k + 1 ≠ 0)
    have hr : φ ^ 2 * (2 * (k : ℝ) + 1) = 2 * m + 1 := by
      apply mul_right_cancel₀ (b := π / 2) (by positivity)
      linear_combination hm - φ ^ 2 * hk + φ * t * golden_sq
    apply golden_sq_irrational
    refine ⟨(2 * m + 1) / (2 * k + 1), ?_⟩
    push_cast
    rw [div_eq_iff hk0, hr]
  have key : ∀ x y : ℝ, x ≤ 1 → y ≤ 1 → (x ^ 2 = 1 → y ^ 2 = 1 → False) →
      φ ^ 2 * x + y < 1 + φ ^ 2 := by
    intro x y hx hy hxy
    by_contra hcon
    have hcon' := not_lt.1 hcon
    have hx1 : x = 1 := le_antisymm hx (by
      by_contra h
      nlinarith [mul_pos hg (sub_pos.2 (not_le.1 h))])
    have hy1 : y = 1 := by
      rw [hx1] at hcon'
      linarith
    exact hxy (by rw [hx1]; norm_num) (by rw [hy1]; norm_num)
  rw [transfer_amplitude, norm_mul, Complex.norm_I, mul_one, Complex.norm_real,
    Real.norm_eq_abs, abs_lt]
  have hpos : 0 < 1 + φ ^ 2 := by positivity
  constructor
  · rw [lt_div_iff₀ hpos]
    have h := key (-Real.sin ((φ - 1) * t)) (Real.sin (φ * t))
      (by linarith [Real.neg_one_le_sin ((φ - 1) * t)]) (Real.sin_le_one _)
      (fun h1 h2 => hne (by linarith) h2)
    linarith
  · rw [div_lt_iff₀ hpos]
    have h := key (Real.sin ((φ - 1) * t)) (-Real.sin (φ * t)) (Real.sin_le_one _)
      (by linarith [Real.neg_one_le_sin (φ * t)])
      (fun h1 h2 => hne h1 (by linarith))
    linarith
```

The uniformity of the couplings matters. Replace 1, 1, 1 by √3, 2, √3. Starting from site 0, the state is then

(cos³t, −i√3 cos²t sin t, −√3 cos t sin²t, i sin³t),

as substitution into i dψ/dt = Hψ confirms. At t = π/2 it lies entirely on site 3. This comparison is not among the theorems in the Lean file.

## (h) Fibonacci numbers two steps apart

With F(0) = 0 and F(1) = 1, show that F(n + 2) − φ²F(n) = (1 − φ)ⁿ.

First, F(n + 1) − φF(n) = (1 − φ)ⁿ by induction. At n = 0 both sides are 1. For the step, φ² − φ = 1 gives

(1 − φ)[F(n + 1) − φF(n)] = (1 − φ)F(n + 1) + F(n) = F(n + 2) − φF(n + 1).

The claim follows from

F(n + 2) − φ²F(n) = F(n + 1) + F(n) − (φ + 1)F(n) = F(n + 1) − φF(n).

```lean
/-- The Fibonacci number `F(n+2)` minus `φ²` times `F(n)` equals the `n`-th power of `1 - φ`. -/
theorem fib_golden (n : ℕ) :
    (Nat.fib (n + 2) : ℝ) - φ ^ 2 * Nat.fib n = (1 - φ) ^ n := by
  have h : (Nat.fib (n + 1) : ℝ) - φ * Nat.fib n = (1 - φ) ^ n := by
    induction n with
    | zero => simp
    | succ n ih =>
      have hf : Nat.fib (n + 1 + 1) = Nat.fib n + Nat.fib (n + 1) := Nat.fib_add_two
      rw [pow_succ, ← ih, hf]
      push_cast
      linear_combination -(Nat.fib n : ℝ) * golden_sq
  rw [← h, Nat.fib_add_two]
  push_cast
  linear_combination -(Nat.fib n : ℝ) * golden_sq
```

## (i) The amplitude at Fibonacci times

Let n = 6j + 2, t = (π/2)φF(n) and δ = (π/2)(1 − φ)ⁿ. Show that U(t)₃₀ = i(φ² + cos δ)/(1 + φ²).

Modulo 4 the Fibonacci numbers repeat 0, 1, 1, 2, 3, 1. Hence F(n) = 4p + 1 and F(n + 2) = 4q + 3 for some natural numbers p and q. Using φ² − φ = 1 and then (h),

(φ − 1)t = (π/2)F(n) = π/2 + 2πp

φt = (π/2)φ²F(n) = (π/2)F(n + 2) − δ = 3π/2 − δ + 2πq.

The sines are 1 and −cos δ, and (f) gives the result. Already at j = 0, where t = πφ/2, the modulus is about 0.952.

In Lean, `hmod` proves by induction, advancing six Fibonacci steps at a time, that F(n) and F(n + 1) leave the remainders 1 and 2 modulo 4. Their sum F(n + 2) therefore leaves 3. The two angle equations are `e1` and `e2`.

```lean
/-- The transfer amplitude at the times `(π/2) φ F(6j+2)`, with `F` the Fibonacci numbers. -/
theorem amplitude_at_fibonacci_time (j : ℕ) :
    propagator (π / 2 * φ * Nat.fib (6 * j + 2)) 3 0 =
      (((φ ^ 2 + Real.cos (π / 2 * (1 - φ) ^ (6 * j + 2))) / (1 + φ ^ 2) : ℝ) : ℂ)
        * Complex.I := by
  -- `F(6j+2)` and `F(6j+3)` are 1 and 2 modulo 4
  have hmod : Nat.fib (6 * j + 2) % 4 = 1 ∧ Nat.fib (6 * j + 3) % 4 = 2 := by
    induction j with
    | zero => decide
    | succ j ih =>
      have h4 : Nat.fib (6 * j + 4) = Nat.fib (6 * j + 2) + Nat.fib (6 * j + 3) :=
        Nat.fib_add_two
      have h5 : Nat.fib (6 * j + 5) = Nat.fib (6 * j + 3) + Nat.fib (6 * j + 4) :=
        Nat.fib_add_two
      have h6 : Nat.fib (6 * j + 6) = Nat.fib (6 * j + 4) + Nat.fib (6 * j + 5) :=
        Nat.fib_add_two
      have h7 : Nat.fib (6 * j + 7) = Nat.fib (6 * j + 5) + Nat.fib (6 * j + 6) :=
        Nat.fib_add_two
      have h8 : Nat.fib (6 * j + 8) = Nat.fib (6 * j + 6) + Nat.fib (6 * j + 7) :=
        Nat.fib_add_two
      have h9 : Nat.fib (6 * j + 9) = Nat.fib (6 * j + 7) + Nat.fib (6 * j + 8) :=
        Nat.fib_add_two
      rw [show 6 * (j + 1) + 2 = 6 * j + 8 by ring, show 6 * (j + 1) + 3 = 6 * j + 9 by ring]
      omega
  have h4 : Nat.fib (6 * j + 2 + 2) = Nat.fib (6 * j + 2) + Nat.fib (6 * j + 3) :=
    Nat.fib_add_two
  obtain ⟨p, hp⟩ : ∃ p, Nat.fib (6 * j + 2) = 4 * p + 1 :=
    ⟨Nat.fib (6 * j + 2) / 4, by omega⟩
  obtain ⟨q, hq⟩ : ∃ q, Nat.fib (6 * j + 2 + 2) = 4 * q + 3 :=
    ⟨Nat.fib (6 * j + 2 + 2) / 4, by omega⟩
  have hfib := fib_golden (6 * j + 2)
  rw [hp, hq] at hfib
  push_cast at hfib
  rw [transfer_amplitude, hp]
  push_cast
  have e1 : (φ - 1) * (π / 2 * φ * (4 * (p : ℝ) + 1)) = π / 2 + p * (2 * π) := by
    linear_combination (π / 2 * (4 * (p : ℝ) + 1)) * golden_sq
  have e2 : φ * (π / 2 * φ * (4 * (p : ℝ) + 1))
      = (π / 2 - π / 2 * (1 - φ) ^ (6 * j + 2) + π) + q * (2 * π) := by
    linear_combination -(π / 2) * hfib
  have s1 : Real.sin ((φ - 1) * (π / 2 * φ * (4 * (p : ℝ) + 1))) = 1 := by
    rw [e1, Real.sin_add_nat_mul_two_pi, Real.sin_pi_div_two]
  have s2 : Real.sin (φ * (π / 2 * φ * (4 * (p : ℝ) + 1)))
      = -Real.cos (π / 2 * (1 - φ) ^ (6 * j + 2)) := by
    rw [e2, Real.sin_add_nat_mul_two_pi, Real.sin_add_pi, Real.sin_pi_div_two_sub]
  have s1' := congrArg (fun x : ℝ => (x : ℂ)) s1
  have s2' := congrArg (fun x : ℝ => (x : ℂ)) s2
  push_cast at s1' s2'
  rw [s1', s2']
  ring
```

## (j) Modulus tending to one

Show that |U(t)₃₀| → 1 along the times of (i) as j → ∞.

Since 0 < φ < 2, we have |1 − φ| < 1, so δ → 0 and cos δ → 1. Therefore

(φ² + cos δ)/(1 + φ²) → 1.

Lean's `Tendsto … atTop (𝓝 1)` is this limit, obtained from the vanishing powers and continuity. The bound in (g) thus cannot be lowered to any constant below 1. The theorem does not say how soon a given modulus is first reached.

```lean
/-- Along the times `(π/2) φ F(6j+2)`, with `F` the Fibonacci numbers, the modulus of the transfer
amplitude tends to one as `j` grows. -/
theorem transfer_tends_to_one :
    Tendsto (fun j : ℕ => ‖propagator (π / 2 * φ * Nat.fib (6 * j + 2)) 3 0‖)
      atTop (𝓝 1) := by
  have h0 : 0 < φ := by unfold golden; positivity
  have h2 : φ < 2 := by nlinarith [golden_sq]
  have hpow : Tendsto (fun j : ℕ => (1 - φ) ^ (6 * j + 2)) atTop (𝓝 0) :=
    (tendsto_pow_atTop_nhds_zero_of_abs_lt_one
      (abs_lt.2 ⟨by linarith, by linarith⟩)).comp
      (tendsto_atTop_mono (fun j => (by omega : j ≤ 6 * j + 2)) tendsto_id)
  have hc : Continuous (fun y : ℝ => |(φ ^ 2 + Real.cos (π / 2 * y)) / (1 + φ ^ 2)|) :=
    (by fun_prop : Continuous
      (fun y : ℝ => (φ ^ 2 + Real.cos (π / 2 * y)) / (1 + φ ^ 2))).abs
  have hv : |(φ ^ 2 + Real.cos (π / 2 * 0)) / (1 + φ ^ 2)| = 1 := by
    have hpos : (1 + φ ^ 2) ≠ 0 := by positivity
    rw [mul_zero, Real.cos_zero, add_comm (φ ^ 2) 1, div_self hpos, abs_one]
  have hlim := (hc.tendsto 0).comp hpow
  rw [hv] at hlim
  refine hlim.congr (fun j => ?_)
  rw [amplitude_at_fibonacci_time, norm_mul, Complex.norm_I, mul_one, Complex.norm_real,
    Real.norm_eq_abs]
  rfl

end

end UniformChainTransfer
```

```lean
#print axioms UniformChainTransfer.no_perfect_transfer
#print axioms UniformChainTransfer.transfer_tends_to_one
```

```
'UniformChainTransfer.no_perfect_transfer' depends on axioms: [propext, Classical.choice, Quot.sound]
'UniformChainTransfer.transfer_tends_to_one' depends on axioms: [propext, Classical.choice, Quot.sound]
```
